# Space-group operations on a finite set of spinor plane waves: unitarity, Seitz product and trace

Let S be a finite set of wavevectors that an orthogonal 3×3 matrix R maps into itself, w a translation and s a unitary 2×2 spin matrix. Write |q, v⟩ for the plane wave q with spinor v. The operator

U |q, v⟩ = exp(−i(Rq)·w) |Rq, sv⟩

is unitary and has trace

tr U = tr(s) Σ exp(−iq·w), summed over q in S with Rq = q.

Write {R|w} for the operation r → Rr + w. Two such operators on the same S compose by {R|w}{R'|w'} = {RR'|w + Rw'}, with spin part ss'. Traces of this kind help to label spin-orbit-coupled bands by symmetry; here they are taken over the whole finite basis, with no Hamiltonian.

```lean
import Mathlib

open Matrix

namespace SpinorSmallRepresentation

noncomputable section
```

This loads the Mathlib library and opens a namespace for the names below.

```lean
/-- Vectors of three-dimensional space, used for wavevectors, positions and translations. -/
abbrev Vec3 := Fin 3 → ℝ
```

A vector is three real numbers, indexed by `Fin 3`.

```lean
/-- The phase `exp(-i q·w)` that a plane wave `q` acquires under the translation `w`. -/
def phase (q w : Vec3) : ℂ := Complex.exp (-Complex.I * ((q ⬝ᵥ w : ℝ) : ℂ))
```

`phase q w` is exp(−iq·w); `⬝ᵥ` is the dot product.

```lean
/-- The plane wave `q` carrying the spinor `v`, as a vector of coefficients. -/
def planeWave {S : Finset Vec3} (q : S) (v : Fin 2 → ℂ) : S × Fin 2 → ℂ :=
  fun i => if i.1 = q then v i.2 else 0
```

A state is a list of complex coefficients indexed by a wavevector in S and a spin index in `Fin 2`. The state |q, v⟩ has the entries of v at q and zeros elsewhere, so, in the standard inner product of coefficients, waves with different wavevectors are orthogonal and |q, v⟩ has the norm of v.

```lean
/-- The matrix of the space-group operation `{R|w}` with spin part `s` on the plane waves in `S`. -/
def seitzOp (S : Finset Vec3) (R : Matrix (Fin 3) (Fin 3) ℝ) (w : Vec3)
    (s : Matrix (Fin 2) (Fin 2) ℂ) : Matrix (S × Fin 2) (S × Fin 2) ℂ :=
  fun i j => if (i.1 : Vec3) = R *ᵥ (j.1 : Vec3) then phase i.1 w * s i.2 j.2 else 0
```

The matrix entry from (q, b) to (p, a) is exp(−ip·w) s_ab if p = Rq, and zero otherwise. Nothing here ties s to R. In physics, s is one of the two SU(2) matrices for the proper rotation part of R.

```lean
/-- The spinor field in real space with plane-wave coefficients `c`. -/
def field {S : Finset Vec3} (c : S × Fin 2 → ℂ) (r : Vec3) : Fin 2 → ℂ :=
  fun a => ∑ q : S, Complex.exp (Complex.I * (((q : Vec3) ⬝ᵥ r : ℝ) : ℂ)) * c (q, a)
```

The coefficients define the field ψ_a(r) = Σ_q exp(iq·r) c_(q,a), without a volume factor.

```lean
variable {S : Finset Vec3} {R R' : Matrix (Fin 3) (Fin 3) ℝ}
  {s s' : Matrix (Fin 2) (Fin 2) ℂ}

/-- Phases of successive translations multiply. -/
theorem phase_add (q w w' : Vec3) : phase q (w + w') = phase q w * phase q w' := by
  simp only [phase, dotProduct_add, Complex.ofReal_add, mul_add, Complex.exp_add]
```

Braces mark arguments that Lean infers. The theorem says exp(−iq·(w + w')) = exp(−iq·w) exp(−iq·w').

```lean
/-- Rotating wavevector and translation together leaves the phase unchanged. -/
theorem phase_rotate (hR : Rᵀ * R = 1) (q w : Vec3) :
    phase (R *ᵥ q) (R *ᵥ w) = phase q w := by
  have h : (R *ᵥ q) ⬝ᵥ (R *ᵥ w) = q ⬝ᵥ w := by
    rw [Matrix.dotProduct_mulVec, ← Matrix.mulVec_transpose, Matrix.mulVec_mulVec, hR,
      Matrix.one_mulVec]
  rw [phase, h, phase]
```

The hypothesis `hR` says RᵀR = 1. Hence (Rq)·(Rw) = q·(RᵀRw) = q·w, and the phases agree.

```lean
/-- The operation sends the plane wave `q` with spinor `v` to `exp(-i(Rq)·w)` times the
plane wave `Rq` with spinor `s v`. -/
theorem seitzOp_planeWave (hS : ∀ q ∈ S, R *ᵥ q ∈ S) (w : Vec3) (q : S) (v : Fin 2 → ℂ) :
    seitzOp S R w s *ᵥ planeWave q v =
      phase (R *ᵥ q.1) w • planeWave ⟨R *ᵥ q.1, hS q.1 q.2⟩ (s *ᵥ v) := by
  ext ⟨p, a⟩
  show ∑ j, seitzOp S R w s (p, a) j * planeWave q v j = phase (R *ᵥ q.1) w *
    (if p = ⟨R *ᵥ q.1, hS q.1 q.2⟩ then ∑ b, s a b * v b else 0)
  rw [Fintype.sum_prod_type, Finset.sum_eq_single q]
  · by_cases hp : (p : Vec3) = R *ᵥ q.1
    · rw [if_pos (Subtype.ext hp), Finset.mul_sum]
      refine Finset.sum_congr rfl fun b _ => ?_
      have e : seitzOp S R w s (p, a) (q, b) = phase p w * s a b := if_pos hp
      have e' : planeWave q v (q, b) = v b := if_pos rfl
      rw [e, e', hp]
      ring
    · rw [if_neg (fun e => hp (congrArg Subtype.val e)), mul_zero]
      exact Finset.sum_eq_zero fun b _ => by simp [seitzOp, hp]
  · intro m _ hm
    exact Finset.sum_eq_zero fun b _ => by simp [planeWave, hm]
  · exact fun h => absurd (Finset.mem_univ _) h
```

This is the defining action of U, recovered from the matrix; `*ᵥ` applies a matrix to a vector. The hypothesis `hS` keeps Rq inside S. In the sum over input waves only q contributes, which `Finset.sum_eq_single` expresses. The output is nonzero only at p = Rq, where it is exp(−i(Rq)·w) (sv)_a.

```lean
/-- If `R` maps `S` into itself, then in real space the operation turns the field `ψ(r)` into `s
ψ(Rᵀ(r - w))`. -/
theorem field_seitzOp (hS : ∀ q ∈ S, R *ᵥ q ∈ S) (w r : Vec3) (c : S × Fin 2 → ℂ) :
    field (seitzOp S R w s *ᵥ c) r = s *ᵥ field c (Rᵀ *ᵥ (r - w)) := by
  ext a
  show ∑ p : S, Complex.exp (Complex.I * (((p : Vec3) ⬝ᵥ r : ℝ) : ℂ)) *
      ∑ j, seitzOp S R w s (p, a) j * c j = ∑ b, s a b * ∑ q : S,
      Complex.exp (Complex.I * (((q : Vec3) ⬝ᵥ (Rᵀ *ᵥ (r - w)) : ℝ) : ℂ)) * c (q, b)
  simp_rw [Fintype.sum_prod_type, Finset.mul_sum]
  conv_lhs => rw [Finset.sum_comm]
  conv_rhs => rw [Finset.sum_comm]
  refine Finset.sum_congr rfl fun q _ => ?_
  rw [Finset.sum_comm]
  refine Finset.sum_congr rfl fun b _ => ?_
  -- only the rotated wave `Rq` receives a contribution from `q`
  rw [Finset.sum_eq_single (⟨R *ᵥ q.1, hS q.1 q.2⟩ : S)]
  · have e : seitzOp S R w s (⟨R *ᵥ q.1, hS q.1 q.2⟩, a) (q, b) =
        phase (R *ᵥ q.1) w * s a b := if_pos rfl
    have key : Complex.exp (Complex.I * ((q.1 ⬝ᵥ (Rᵀ *ᵥ (r - w)) : ℝ) : ℂ)) =
        Complex.exp (Complex.I * (((R *ᵥ q.1) ⬝ᵥ r : ℝ) : ℂ)) * phase (R *ᵥ q.1) w := by
      rw [phase, ← Complex.exp_add, Matrix.dotProduct_mulVec, Matrix.vecMul_transpose,
        dotProduct_sub, Complex.ofReal_sub]
      congr 1
      ring
    rw [e, key]
    ring
  · intro m _ hm
    have e : seitzOp S R w s (m, a) (q, b) = 0 := if_neg fun h => hm (Subtype.ext h)
    rw [e, zero_mul, mul_zero]
  · exact fun h => absurd (Finset.mem_univ _) h
```

In real space, each q contributes only to Rq:

Σ_q exp(i(Rq)·r) exp(−i(Rq)·w) s c_q = s Σ_q exp(iq·Rᵀ(r − w)) c_q = sψ(Rᵀ(r − w)).

The step `key` is this identity of exponentials. For orthogonal R, Rᵀ is the inverse of R.

```lean
/-- If `R` is orthogonal and `R'` maps `S` into itself, successive operations compose by the Seitz
product `{R|w}{R'|w'} = {RR'|w + Rw'}`, with the spin parts multiplied. -/
theorem seitzOp_mul (hR : Rᵀ * R = 1) (hS' : ∀ q ∈ S, R' *ᵥ q ∈ S) (w w' : Vec3) :
    seitzOp S R w s * seitzOp S R' w' s' = seitzOp S (R * R') (w + R *ᵥ w') (s * s') := by
  ext ⟨p, a⟩ ⟨q, b⟩
  rw [Matrix.mul_apply, Fintype.sum_prod_type,
    Finset.sum_eq_single (⟨R' *ᵥ q.1, hS' q.1 q.2⟩ : S)]
  · by_cases hp : (p : Vec3) = R *ᵥ (R' *ᵥ q.1)
    · have e : seitzOp S (R * R') (w + R *ᵥ w') (s * s') (p, a) (q, b) =
          phase p (w + R *ᵥ w') * (s * s') a b :=
        if_pos (by rw [hp, Matrix.mulVec_mulVec])
      have key : phase p (R *ᵥ w') = phase (R' *ᵥ q.1) w' := by rw [hp, phase_rotate hR]
      rw [e, phase_add, key, Matrix.mul_apply, Finset.mul_sum]
      refine Finset.sum_congr rfl fun c _ => ?_
      have e1 : seitzOp S R w s (p, a) (⟨R' *ᵥ q.1, hS' q.1 q.2⟩, c) =
          phase p w * s a c := if_pos hp
      have e2 : seitzOp S R' w' s' (⟨R' *ᵥ q.1, hS' q.1 q.2⟩, c) (q, b) =
          phase (R' *ᵥ q.1) w' * s' c b := if_pos rfl
      rw [e1, e2]
      ring
    · have e : seitzOp S (R * R') (w + R *ᵥ w') (s * s') (p, a) (q, b) = 0 :=
        if_neg (by rw [← Matrix.mulVec_mulVec]; exact hp)
      rw [e]
      refine Finset.sum_eq_zero fun c _ => ?_
      have e1 : seitzOp S R w s (p, a) (⟨R' *ᵥ q.1, hS' q.1 q.2⟩, c) = 0 := if_neg hp
      rw [e1, zero_mul]
  · intro m _ hm
    refine Finset.sum_eq_zero fun c _ => ?_
    have e : seitzOp S R' w' s' (m, c) (q, b) = 0 := if_neg fun h => hm (Subtype.ext h)
    rw [e, mul_zero]
  · exact fun h => absurd (Finset.mem_univ _) h
```

Apply the primed operation first. It sends q to R'q with phase exp(−i(R'q)·w'); the second sends R'q to RR'q with phase exp(−i(RR'q)·w). Since (R'q)·w' = (RR'q)·(Rw'), the total phase is

exp(−i(RR'q)·(w + Rw')),

and the spinor becomes ss'v. Lean compares entries (`ext`), keeps the one intermediate wave R'q and uses `phase_rotate` in `key`.

```lean
/-- The operation is unitary when `R` is orthogonal, `S` is invariant and `s` is unitary. -/
theorem seitzOp_unitary (hR : Rᵀ * R = 1) (hS : ∀ q ∈ S, R *ᵥ q ∈ S)
    (hs : s ∈ Matrix.unitaryGroup (Fin 2) ℂ) (w : Vec3) :
    seitzOp S R w s ∈ Matrix.unitaryGroup (S × Fin 2) ℂ := by
  rw [Matrix.mem_unitaryGroup_iff', Matrix.star_eq_conjTranspose]
  ext ⟨q, a⟩ ⟨q', b⟩
  rw [Matrix.mul_apply, Fintype.sum_prod_type,
    Finset.sum_eq_single (⟨R *ᵥ q.1, hS q.1 q.2⟩ : S)]
  · by_cases hq : q = q'
    · subst hq
      have hph : star (phase (R *ᵥ q.1) w) * phase (R *ᵥ q.1) w = 1 := by
        rw [Complex.star_def, phase, ← Complex.exp_conj, ← Complex.exp_add]
        simp
      have hsab : ∑ c, star (s c a) * s c b = (1 : Matrix (Fin 2) (Fin 2) ℂ) a b := by
        have h := congrFun (congrFun (Matrix.mem_unitaryGroup_iff'.mp hs) a) b
        simpa only [Matrix.star_eq_conjTranspose, Matrix.mul_apply,
          Matrix.conjTranspose_apply] using h
      have h1 : (1 : Matrix (S × Fin 2) (S × Fin 2) ℂ) (q, a) (q, b) =
          (1 : Matrix (Fin 2) (Fin 2) ℂ) a b := by simp [Matrix.one_apply]
      rw [h1, ← hsab]
      refine Finset.sum_congr rfl fun c _ => ?_
      have e : ∀ d, seitzOp S R w s (⟨R *ᵥ q.1, hS q.1 q.2⟩, c) (q, d) =
          phase (R *ᵥ q.1) w * s c d := fun _ => if_pos rfl
      rw [Matrix.conjTranspose_apply, e, e, star_mul']
      linear_combination (star (s c a) * s c b) * hph
    · -- distinct waves stay distinct because `R` is injective
      have hne : ¬ (R *ᵥ q.1 = R *ᵥ q'.1) := fun h => hq (Subtype.ext (by
        simpa only [Matrix.mulVec_mulVec, hR, Matrix.one_mulVec] using
          congrArg (fun x => Rᵀ *ᵥ x) h))
      have h1 : (1 : Matrix (S × Fin 2) (S × Fin 2) ℂ) (q, a) (q', b) = 0 := by
        simp [hq]
      rw [h1]
      refine Finset.sum_eq_zero fun c _ => ?_
      have e : seitzOp S R w s (⟨R *ᵥ q.1, hS q.1 q.2⟩, c) (q', b) = 0 := if_neg hne
      rw [e, mul_zero]
  · intro m _ hm
    refine Finset.sum_eq_zero fun c _ => ?_
    have e : seitzOp S R w s (m, c) (q, a) = 0 := if_neg fun h => hm (Subtype.ext h)
    rw [Matrix.conjTranspose_apply, e, star_zero, zero_mul]
  · exact fun h => absurd (Finset.mem_univ _) h
```

The entry of U†U between (q, a) and (q', b) is a sum over intermediate waves, and only Rq survives. If q ≠ q', then Rq ≠ Rq', because Rᵀ undoes R, and the entry is zero. If q = q', the phase has modulus one and

Σ_c s_ca* s_cb = δ_ab.

So U†U = 1, which suffices for a square matrix.

```lean
/-- The trace is `tr s` times the sum of `exp(-i q·w)` over the wavevectors fixed by `R`. -/
theorem trace_seitzOp (w : Vec3) :
    (seitzOp S R w s).trace = s.trace * ∑ q ∈ S with R *ᵥ q = q, phase q w := by
  rw [Matrix.trace, Fintype.sum_prod_type, Finset.sum_filter, ← Finset.sum_coe_sort S,
    Finset.mul_sum]
  refine Finset.sum_congr rfl fun q _ => ?_
  by_cases h : R *ᵥ q.1 = q.1
  · have e : ∀ a, seitzOp S R w s (q, a) (q, a) = phase q w * s a a := fun _ => if_pos h.symm
    rw [if_pos h]
    simp only [Matrix.diag_apply, e, Matrix.trace, ← Finset.mul_sum]
    exact mul_comm _ _
  · rw [if_neg h, mul_zero]
    exact Finset.sum_eq_zero fun a _ => if_neg fun e => h e.symm
```

A diagonal entry at (q, a) is nonzero only if Rq = q, and then equals exp(−iq·w) s_aa. Summing over a gives tr(s), and summing over q gives the formula. This needs neither orthogonality nor invariance.

```lean
/-- For orthogonal `R` and unitary `s`, on a finite set of plane waves that `R` maps into itself,
the operation is unitary, composes with any operation that maps the set into itself by the Seitz
product, and has trace `tr s` times the phase sum over fixed wavevectors. -/
theorem seitzOp_main (hR : Rᵀ * R = 1) (hS : ∀ q ∈ S, R *ᵥ q ∈ S)
    (hs : s ∈ Matrix.unitaryGroup (Fin 2) ℂ) (w : Vec3) :
    seitzOp S R w s ∈ Matrix.unitaryGroup (S × Fin 2) ℂ ∧
    (∀ R' w' s', (∀ q ∈ S, R' *ᵥ q ∈ S) → seitzOp S R w s * seitzOp S R' w' s' =
      seitzOp S (R * R') (w + R *ᵥ w') (s * s')) ∧
    (seitzOp S R w s).trace = s.trace * ∑ q ∈ S with R *ᵥ q = q, phase q w :=
  ⟨seitzOp_unitary hR hS hs w, fun _ w' _ h => seitzOp_mul hR h w w', trace_seitzOp w⟩
```

The three results are gathered here. The primed operation, which acts first, needs only to map S into itself.

```lean
/-- If every wavevector in `S` differs from `k` by a vector whose product with `t` is a multiple
of `2π`, the translation `t` acts as the scalar `exp(-i k·t)`. -/
theorem seitzOp_translation (k t : Vec3)
    (hk : ∀ q ∈ S, ∃ n : ℤ, (q - k) ⬝ᵥ t = 2 * Real.pi * n) :
    seitzOp S 1 t 1 = phase k t • (1 : Matrix (S × Fin 2) (S × Fin 2) ℂ) := by
  ext ⟨p, a⟩ ⟨q, b⟩
  by_cases hp : p = q
  · subst hp
    have e : seitzOp S 1 t 1 (p, a) (p, b) =
        phase p t * (1 : Matrix (Fin 2) (Fin 2) ℂ) a b := if_pos (Matrix.one_mulVec _).symm
    have hph : phase p t = phase k t := by
      obtain ⟨n, hn⟩ := hk p.1 p.2
      rw [sub_dotProduct] at hn
      have h : p.1 ⬝ᵥ t = k ⬝ᵥ t + 2 * Real.pi * n := by linarith
      rw [phase, phase, Complex.exp_eq_exp_iff_exists_int]
      exact ⟨-n, by rw [h]; push_cast; ring⟩
    rw [e, hph]
    simp [Matrix.one_apply]
  · have e : seitzOp S 1 t 1 (p, a) (q, b) = 0 :=
      if_neg (by rw [Matrix.one_mulVec]; exact fun h => hp (Subtype.ext h))
    rw [e]
    simp [hp]
```

In a crystal, Bloch states at k are built from the waves q = k + G, with G a reciprocal lattice vector, so (q − k)·t = 2πn for a lattice translation t. Then exp(−iq·t) = exp(−ik·t) for every q, and the translation is a scalar, as a small representation at k requires.

```lean
/-- The twofold rotation about the z axis. -/
def twofoldZ : Matrix (Fin 3) (Fin 3) ℝ := !![-1, 0, 0; 0, -1, 0; 0, 0, 1]
```

This rotation sends (x, y, z) to (−x, −y, z).

```lean
/-- The spin-one-half matrix of the twofold rotation about the z axis. -/
def spinTwofoldZ : Matrix (Fin 2) (Fin 2) ℂ := !![-Complex.I, 0; 0, Complex.I]
```

This is exp(−iπσ_z/2) = diag(−i, i).

```lean
/-- Suppose the twofold rotation maps `S` into itself and `(q - k)·t` is an integer multiple of `2π`
for every `q` in `S`. For spin one-half, the twofold screw with half step `c/2` along z squares to
`-exp(-i k·t)`, where `t` is the full step `c` along z. -/
theorem twofold_screw_sq (k : Vec3) (c : ℝ) (hS : ∀ q ∈ S, twofoldZ *ᵥ q ∈ S)
    (hk : ∀ q ∈ S, ∃ n : ℤ, (q - k) ⬝ᵥ ![0, 0, c] = 2 * Real.pi * n) :
    seitzOp S twofoldZ ![0, 0, c / 2] spinTwofoldZ *
      seitzOp S twofoldZ ![0, 0, c / 2] spinTwofoldZ =
      -(phase k ![0, 0, c] • (1 : Matrix (S × Fin 2) (S × Fin 2) ℂ)) := by
  have hT : twofoldZᵀ * twofoldZ = 1 := by
    ext i j
    fin_cases i <;> fin_cases j <;> simp [twofoldZ, Matrix.mul_apply, Fin.sum_univ_succ]
  have hRR : twofoldZ * twofoldZ = 1 := by
    ext i j
    fin_cases i <;> fin_cases j <;> simp [twofoldZ, Matrix.mul_apply, Fin.sum_univ_succ]
  have hss : spinTwofoldZ * spinTwofoldZ = -1 := by
    ext i j
    fin_cases i <;> fin_cases j <;> simp [spinTwofoldZ, Matrix.mul_apply, Fin.sum_univ_succ]
  have hw : ![0, 0, c / 2] + twofoldZ *ᵥ ![0, 0, c / 2] = ![0, 0, c] := by
    ext i
    fin_cases i <;> simp [twofoldZ]
  -- the spin part `-1` supplies the overall sign
  have hneg : seitzOp S 1 ![0, 0, c] (-1) = -seitzOp S 1 ![0, 0, c] 1 := by
    ext i j
    simp only [seitzOp, Matrix.neg_apply]
    split_ifs <;> simp
  rw [seitzOp_mul hT hS, hRR, hw, hss, hneg, seitzOp_translation k _ hk]

end

end SpinorSmallRepresentation
```

Take w = (0, 0, c/2). Then R² = 1, w + Rw = (0, 0, c) = t and s² = −1, so the composition law and the scalar translation give

U² = −exp(−ik·t).

The steps `hRR`, `hw` and `hss` are these three calculations, and `hneg` moves the sign out of the spin part.

The same argument, here done only by hand, covers a glide: for the mirror z → −z with w = (a/2, 0, 0) and the same s, again R² = 1 and s² = −1, while w + Rw = (a, 0, 0). Under the matching conditions on S, U² = −exp(−ik·t) with t = (a, 0, 0).

```lean
#print axioms SpinorSmallRepresentation.seitzOp_planeWave
-- 'SpinorSmallRepresentation.seitzOp_planeWave' depends on axioms: [propext, Classical.choice, Quot.sound]
#print axioms SpinorSmallRepresentation.field_seitzOp
-- 'SpinorSmallRepresentation.field_seitzOp' depends on axioms: [propext, Classical.choice, Quot.sound]
#print axioms SpinorSmallRepresentation.seitzOp_main
-- 'SpinorSmallRepresentation.seitzOp_main' depends on axioms: [propext, Classical.choice, Quot.sound]
#print axioms SpinorSmallRepresentation.twofold_screw_sq
-- 'SpinorSmallRepresentation.twofold_screw_sq' depends on axioms: [propext, Classical.choice, Quot.sound]
```
